# Real gamma matrices for the metric (+,−,−,−) exist only in sizes divisible by eight

Four real $n\times n$ matrices $\gamma^0,\gamma^1,\gamma^2,\gamma^3$ with

$$\gamma^\mu\gamma^\nu+\gamma^\nu\gamma^\mu = 2\eta^{\mu\nu}\,1,\qquad \eta=\mathrm{diag}(1,-1,-1,-1),$$

exist if and only if 8 divides $n$. In particular, no real $4\times4$ set exists. The trivial case $n=0$ counts as a multiple of eight, so the smallest nonempty set has size eight.

## Real arrays in a Dirac code

A code for the Dirac equation may store its gamma matrices as real arrays, to avoid complex arithmetic or to use a real linear solver. For finite matrices that obey the relations above, the result limits the storage: a real $4\times4$ array type cannot hold the four gammas, whatever basis is chosen. No choice of entries makes such arrays satisfy the relations exactly. Whether they could pass a check with a given numerical tolerance is a separate question, which the result does not settle.

Splitting each complex $4\times4$ gamma $A+iB$, with $A$ and $B$ real, into the real block matrix $\begin{pmatrix}A&-B\\B&A\end{pmatrix}$ preserves sums and products and gives size eight. By the result, no smaller nonempty real set is available.

This applies to a code only if its real arrays represent the $\gamma^\mu$ themselves. In a Majorana basis the $4\times4$ gammas are purely imaginary, and a code may store the real matrices $i\gamma^\mu$ instead. These obey the relations with metric $(-,+,+,+)$, so there is no contradiction.

## Quaternion units on the +1 eigenspace of γ⁰

Let the gammas act on $V=\mathbb R^n$. The relations say that $(\gamma^0)^2=1$, that $(\gamma^k)^2=-1$ for $k=1,2,3$, and that different gammas anticommute. Define $I=\gamma^1\gamma^2$ and $J=\gamma^2\gamma^3$; here $I$ is not the identity matrix. Then

$$I^2=\gamma^1\gamma^2\gamma^1\gamma^2=-(\gamma^1)^2(\gamma^2)^2=-1,$$

and $J^2=-1$ in the same way. Further,

$$IJ=\gamma^1(\gamma^2)^2\gamma^3=-\gamma^1\gamma^3,\qquad JI=\gamma^2\gamma^3\gamma^1\gamma^2=\gamma^3\gamma^1(\gamma^2)^2=-\gamma^3\gamma^1=\gamma^1\gamma^3,$$

so $IJ=-JI$. Moving $\gamma^0$ through either product changes the sign twice, so $\gamma^0$ commutes with $I$ and $J$.

**Half the dimension.** Let $V_\pm$ be the eigenspaces of $\gamma^0$ for $\pm1$. Every vector splits as

$$x=\tfrac12(1+\gamma^0)x+\tfrac12(1-\gamma^0)x,$$

with the first part in $V_+$ and the second in $V_-$. Hence $n=\dim V_++\dim V_-$. If $\gamma^0x=\pm x$, then $\gamma^0\gamma^1x=-\gamma^1\gamma^0x=\mp\gamma^1x$, so $\gamma^1$ maps each eigenspace into the other. It is injective because $(\gamma^1)^2=-1$. The two dimensions are therefore equal, and $n=2\dim V_+$.

**Steps of four.** Since $I$ and $J$ commute with $\gamma^0$, they map $V_+$ into itself. For real $a,b,c,d$, put $q=a+bI+cJ+dIJ$ and $\bar q=a-bI-cJ-dIJ$. The rules for $I$ and $J$ give

$$\bar q q=a^2+b^2+c^2+d^2.$$

Thus $q$ is invertible unless all four coefficients vanish. For $v\ne0$ in $V_+$, the vectors $v,Iv,Jv,IJv$ are then linearly independent, and their span is preserved by $I$ and $J$.

Suppose that an invariant subspace $W$ has been built and that $w\in V_+$ lies outside it. If $qw\in W$ for some $q\neq0$, then $w=q^{-1}qw\in W$, a contradiction. So $w,Iw,Jw,IJw$ add exactly four dimensions to $W$. Repeating this until $V_+$ is exhausted gives $\dim V_+=4m$ for some integer $m\ge0$, and so $n=8m$. For $n=4$, the space $V_+$ would have dimension two, which is not a multiple of four.

**Construction in every allowed size.** Take

$$X=\begin{pmatrix}0&1\\1&0\end{pmatrix},\quad Z=\begin{pmatrix}1&0\\0&-1\end{pmatrix},\quad E=\begin{pmatrix}0&-1\\1&0\end{pmatrix}.$$

In terms of Pauli matrices these are $\sigma_x$, $\sigma_z$ and $-i\sigma_y$. They anticommute pairwise, with $X^2=Z^2=1$ and $E^2=-1$. Set

$$\Gamma^0=Z\otimes1\otimes1,\quad \Gamma^1=E\otimes X\otimes1,\quad \Gamma^2=E\otimes Z\otimes1,\quad \Gamma^3=E\otimes E\otimes E.$$

The squares are $1,-1,-1,-1$. $\Gamma^0$ anticommutes with the others through the first factor. $\Gamma^1,\Gamma^2,\Gamma^3$ anticommute with each other through the second factor, while their first and third factors commute. For $n=8k$, use $1_k\otimes\Gamma^\mu$, which is $k$ diagonal copies.

## Lean source for the divisibility theorem

```lean
import Mathlib

open scoped Kronecker

namespace RealCliffordRepresentations

noncomputable section

/-- The Minkowski metric with signature (+,-,-,-). -/
def η : Matrix (Fin 4) (Fin 4) ℝ := Matrix.diagonal ![1, -1, -1, -1]

/-- Four elements of a real algebra obey the Clifford relations
`γ^μ γ^ν + γ^ν γ^μ = 2 η^{μν}`. -/
def IsClifford {A : Type*} [Ring A] [Algebra ℝ A] (γ : Fin 4 → A) : Prop :=
  ∀ μ ν, γ μ * γ ν + γ ν * γ μ = (2 * η μ ν) • (1 : A)

/-- The eigenspace of an operator for the eigenvalue +1. -/
def plusSpace {V : Type*} [AddCommGroup V] [Module ℝ V] (g : Module.End ℝ V) :
    Submodule ℝ V := LinearMap.ker (g - 1)

section Algebra

variable {A B : Type*} [Ring A] [Algebra ℝ A] [Ring B] [Algebra ℝ B] {γ : Fin 4 → A}

/-- A homomorphism of real algebras carries gammas to gammas. -/
theorem IsClifford.map (h : IsClifford γ) (f : A →ₐ[ℝ] B) :
    IsClifford (fun μ => f (γ μ)) := by
  intro μ ν
  rw [← map_mul, ← map_mul, ← map_add, h μ ν, map_smul, map_one]

/-- If four elements obey the Clifford relations, each squares to its diagonal entry of the metric
times the identity, and two different ones anticommute. -/
theorem IsClifford.relations (h : IsClifford γ) :
    (∀ μ, γ μ * γ μ = η μ μ • (1 : A)) ∧
      ∀ μ ν, μ ≠ ν → γ μ * γ ν = -(γ ν * γ μ) := by
  constructor
  · intro μ
    calc γ μ * γ μ = (1 / 2 : ℝ) • (γ μ * γ μ + γ μ * γ μ) := by module
      _ = η μ μ • (1 : A) := by rw [h μ μ]; module
  · intro μ ν hne
    apply eq_neg_of_add_eq_zero_left
    rw [h μ ν, η, Matrix.diagonal_apply_ne _ hne, mul_zero, zero_smul]

/-- If four elements `γ^μ` obey the Clifford relations, the products `γ¹γ²` and `γ²γ³` square to -1,
anticommute with each other, and commute with `γ⁰`. -/
theorem IsClifford.quaternion_units (h : IsClifford γ) :
    (γ 1 * γ 2) * (γ 1 * γ 2) = -1 ∧ (γ 2 * γ 3) * (γ 2 * γ 3) = -1 ∧
      (γ 1 * γ 2) * (γ 2 * γ 3) = -((γ 2 * γ 3) * (γ 1 * γ 2)) ∧
      γ 0 * (γ 1 * γ 2) = (γ 1 * γ 2) * γ 0 ∧
      γ 0 * (γ 2 * γ 3) = (γ 2 * γ 3) * γ 0 := by
  obtain ⟨hs, ha⟩ := h.relations
  have h1 : γ 1 * γ 1 = -1 := by rw [hs]; simp [η]
  have h2 : γ 2 * γ 2 = -1 := by rw [hs]; simp [η]
  have h3 : γ 3 * γ 3 = -1 := by rw [hs]; simp [η]
  have sq : ∀ a b : A, a * a = -1 → b * b = -1 → b * a = -(a * b) →
      (a * b) * (a * b) = -1 := by
    intro a b haa hbb hba
    calc (a * b) * (a * b) = a * (b * a) * b := by noncomm_ring
      _ = -((a * a) * (b * b)) := by rw [hba]; noncomm_ring
      _ = -1 := by rw [haa, hbb]; simp
  have comm : ∀ g a b : A, g * a = -(a * g) → g * b = -(b * g) →
      g * (a * b) = (a * b) * g := by
    intro g a b hga hgb
    calc g * (a * b) = (g * a) * b := by noncomm_ring
      _ = -(a * (g * b)) := by rw [hga]; noncomm_ring
      _ = (a * b) * g := by rw [hgb]; noncomm_ring
  refine ⟨sq _ _ h1 h2 (ha 2 1 (by decide)), sq _ _ h2 h3 (ha 3 2 (by decide)), ?_,
    comm _ _ _ (ha 0 1 (by decide)) (ha 0 2 (by decide)),
    comm _ _ _ (ha 0 2 (by decide)) (ha 0 3 (by decide))⟩
  have key : (γ 2 * γ 3) * (γ 1 * γ 2) = -((γ 1 * γ 2) * (γ 2 * γ 3)) := by
    calc (γ 2 * γ 3) * (γ 1 * γ 2) = γ 2 * (γ 3 * γ 1) * γ 2 := by noncomm_ring
      _ = -((γ 2 * γ 1) * (γ 3 * γ 2)) := by
        rw [ha 3 1 (by decide)]; noncomm_ring
      _ = -((γ 1 * γ 2) * (γ 2 * γ 3)) := by
        rw [ha 2 1 (by decide), ha 3 2 (by decide)]; noncomm_ring
  rw [key, neg_neg]

end Algebra

section Operators

variable {V : Type*} [AddCommGroup V] [Module ℝ V]

/-- If two anticommuting operators on a real space both square to -1, the dimension of the
space is a multiple of four (an infinite dimension being counted as zero). -/
theorem four_dvd_finrank (I J : Module.End ℝ V) (hI : I * I = -1) (hJ : J * J = -1)
    (hIJ : I * J = -(J * I)) : 4 ∣ Module.finrank ℝ V := by
  -- I and J turn V into a vector space over the quaternions
  let q : QuaternionAlgebra.Basis (Module.End ℝ V) (-1 : ℝ) (0 : ℝ) (-1 : ℝ) :=
    { i := I
      j := J
      k := I * J
      i_mul_i := by rw [hI]; module
      j_mul_j := by rw [hJ]; module
      i_mul_j := rfl
      j_mul_i := by rw [hIJ]; module }
  let f : Quaternion ℝ →ₐ[ℝ] Module.End ℝ V := q.liftHom
  let : Module (Quaternion ℝ) V := Module.compHom V f.toRingHom
  have : IsScalarTower ℝ (Quaternion ℝ) V :=
    ⟨fun r a v => by
      change f (r • a) v = r • f a v
      rw [map_smul]
      rfl⟩
  have hdim := Module.finrank_mul_finrank ℝ (Quaternion ℝ) V
  rw [Quaternion.finrank_eq_four] at hdim
  exact ⟨_, hdim.symm⟩

variable [FiniteDimensional ℝ V] {γ : Fin 4 → Module.End ℝ V}

/-- On a finite-dimensional real space with gammas, the +1 eigenspace of `γ⁰` has half the
dimension of the space. -/
theorem IsClifford.two_mul_finrank_plusSpace (h : IsClifford γ) :
    2 * Module.finrank ℝ (plusSpace (γ 0)) = Module.finrank ℝ V := by
  obtain ⟨hs, ha⟩ := h.relations
  have h0 : ∀ x, γ 0 (γ 0 x) = x := fun x => by
    simpa [η] using LinearMap.congr_fun (hs 0) x
  have h1 : ∀ x, γ 1 (γ 1 x) = -x := fun x => by
    simpa [η] using LinearMap.congr_fun (hs 1) x
  have h01 : ∀ x, γ 0 (γ 1 x) = -γ 1 (γ 0 x) := fun x =>
    LinearMap.congr_fun (ha 0 1 (by decide)) x
  have hp : ∀ x, x ∈ plusSpace (γ 0) ↔ γ 0 x = x := fun x => by
    simp [plusSpace, sub_eq_zero]
  have hm : ∀ x, x ∈ LinearMap.ker (γ 0 + 1) ↔ γ 0 x = -x := fun x => by
    simp [eq_neg_iff_add_eq_zero]
  have hinj : Function.Injective (γ 1) := fun x y hxy => by
    have := congrArg (γ 1) hxy
    rwa [h1, h1, neg_inj] at this
  have hle : ∀ p q : Submodule ℝ V, (∀ x ∈ p, γ 1 x ∈ q) →
      Module.finrank ℝ p ≤ Module.finrank ℝ q := fun p q hpq =>
    LinearMap.finrank_le_finrank_of_injective (f := (γ 1).restrict hpq)
      fun x y hxy => Subtype.ext (hinj (congrArg Subtype.val hxy))
  -- γ¹ exchanges the two eigenspaces of γ⁰
  have hA := hle (plusSpace (γ 0)) (LinearMap.ker (γ 0 + 1)) fun x hx => by
    rw [hm, h01, (hp x).1 hx]
  have hB := hle (LinearMap.ker (γ 0 + 1)) (plusSpace (γ 0)) fun x hx => by
    rw [hp, h01, (hm x).1 hx, map_neg, neg_neg]
  have hrange : LinearMap.range (γ 0 + 1) = plusSpace (γ 0) := by
    ext x
    rw [hp]
    constructor
    · rintro ⟨y, rfl⟩
      change γ 0 (γ 0 y + y) = γ 0 y + y
      rw [map_add, h0, add_comm]
    · intro hx
      refine ⟨(1 / 2 : ℝ) • x, ?_⟩
      change γ 0 ((1 / 2 : ℝ) • x) + (1 / 2 : ℝ) • x = x
      rw [map_smul, hx]
      module
  have hsum := LinearMap.finrank_range_add_finrank_ker (γ 0 + 1)
  rw [hrange] at hsum
  omega

/-- A finite-dimensional real space on which four operators obey the Clifford relations has
a dimension divisible by eight. -/
theorem IsClifford.eight_dvd_finrank (h : IsClifford γ) : 8 ∣ Module.finrank ℝ V := by
  obtain ⟨hI, hJ, hIJ, cI, cJ⟩ := h.quaternion_units
  have hp : ∀ x, x ∈ plusSpace (γ 0) ↔ γ 0 x = x := fun x => by
    simp [plusSpace, sub_eq_zero]
  -- operators commuting with γ⁰ preserve its eigenspace
  have stable : ∀ T : Module.End ℝ V, γ 0 * T = T * γ 0 →
      ∀ x ∈ plusSpace (γ 0), T x ∈ plusSpace (γ 0) := fun T hT x hx => by
    have hTx : γ 0 (T x) = T (γ 0 x) := LinearMap.congr_fun hT x
    rw [hp, hTx, (hp x).1 hx]
  have h4 := four_dvd_finrank ((γ 1 * γ 2).restrict (stable _ cI))
    ((γ 2 * γ 3).restrict (stable _ cJ))
    (LinearMap.ext fun x => Subtype.ext (LinearMap.congr_fun hI x.1))
    (LinearMap.ext fun x => Subtype.ext (LinearMap.congr_fun hJ x.1))
    (LinearMap.ext fun x => Subtype.ext (LinearMap.congr_fun hIJ x.1))
  have h2 := h.two_mul_finrank_plusSpace
  omega

end Operators

/-- The real 2 by 2 matrix that exchanges the two basis vectors. -/
def X : Matrix (Fin 2) (Fin 2) ℝ := !![0, 1; 1, 0]

/-- The real 2 by 2 matrix that reverses the second basis vector. -/
def Z : Matrix (Fin 2) (Fin 2) ℝ := !![1, 0; 0, -1]

/-- The real 2 by 2 rotation by a quarter turn. -/
def E : Matrix (Fin 2) (Fin 2) ℝ := !![0, -1; 1, 0]

/-- Four real 8 by 8 matrices, written as Kronecker products of 2 by 2 matrices. -/
def gammaEight : Fin 4 → Matrix (Fin 2 × Fin 2 × Fin 2) (Fin 2 × Fin 2 × Fin 2) ℝ :=
  ![Z ⊗ₖ 1, E ⊗ₖ (X ⊗ₖ 1), E ⊗ₖ (Z ⊗ₖ 1), E ⊗ₖ (E ⊗ₖ E)]

/-- The matrices `gammaEight` obey the Clifford relations. -/
theorem gammaEight_witness : IsClifford gammaEight := by
  have hZZ : Z * Z = 1 := by
    ext i j; fin_cases i <;> fin_cases j <;> simp [Z]
  have hXX : X * X = 1 := by
    ext i j; fin_cases i <;> fin_cases j <;> simp [X]
  have hEE : E * E = -1 := by
    ext i j; fin_cases i <;> fin_cases j <;> simp [E]
  have hZE : Z * E = -(E * Z) := by
    ext i j; fin_cases i <;> fin_cases j <;> simp [Z, E]
  have hXE : X * E = -(E * X) := by
    ext i j; fin_cases i <;> fin_cases j <;> simp [X, E]
  have hZX : Z * X = -(X * Z) := by
    ext i j; fin_cases i <;> fin_cases j <;> simp [Z, X]
  have hl : ∀ {n : Type} (P : Matrix (Fin 2) (Fin 2) ℝ) (Q : Matrix n n ℝ),
      (-P) ⊗ₖ Q = -(P ⊗ₖ Q) := by
    intro n P Q; ext i j; simp [Matrix.kroneckerMap_apply]
  have hr : ∀ {n : Type} (P : Matrix (Fin 2) (Fin 2) ℝ) (Q : Matrix n n ℝ),
      P ⊗ₖ (-Q) = -(P ⊗ₖ Q) := by
    intro n P Q; ext i j; simp [Matrix.kroneckerMap_apply]
  -- multiply factor by factor
  intro μ ν
  fin_cases μ <;> fin_cases ν <;>
    simp [gammaEight, η, ← Matrix.mul_kronecker_mul, hZZ, hXX, hEE, hZE, hXE, hZX, hl, hr,
      two_smul]

/-- Real n by n matrices obeying the Clifford relations with metric (+,-,-,-) exist exactly
when n is a multiple of eight. -/
theorem exists_real_gammas_iff (n : ℕ) :
    (∃ γ : Fin 4 → Matrix (Fin n) (Fin n) ℝ, IsClifford γ) ↔ 8 ∣ n := by
  constructor
  · rintro ⟨γ, h⟩
    have h8 := (h.map (Matrix.toLinAlgEquiv' (R := ℝ) (n := Fin n)).toAlgHom).eight_dvd_finrank
    simpa using h8
  · rintro ⟨k, rfl⟩
    -- k diagonal copies of the 8 by 8 gammas
    have hk : IsClifford (fun μ => (1 : Matrix (Fin k) (Fin k) ℝ) ⊗ₖ gammaEight μ) := by
      intro μ ν
      rw [← Matrix.mul_kronecker_mul, ← Matrix.mul_kronecker_mul, mul_one,
        ← Matrix.kronecker_add, gammaEight_witness μ ν, Matrix.kronecker_smul,
        Matrix.one_kronecker_one]
    let e : Fin k × Fin 2 × Fin 2 × Fin 2 ≃ Fin (8 * k) :=
      Fintype.equivFinOfCardEq (by
        simp only [Fintype.card_prod, Fintype.card_fin]
        ring)
    exact ⟨_, hk.map (Matrix.reindexAlgEquiv ℝ ℝ e).toAlgHom⟩

/-- No four real 4 by 4 matrices obey the Clifford relations with metric (+,-,-,-). -/
theorem no_real_four_by_four_gammas (γ : Fin 4 → Matrix (Fin 4) (Fin 4) ℝ) :
    ¬ IsClifford γ := by
  intro h
  have h8 := (exists_real_gammas_iff 4).1 ⟨γ, h⟩
  omega

end

end RealCliffordRepresentations
```

```lean
#print axioms RealCliffordRepresentations.exists_real_gammas_iff
#print axioms RealCliffordRepresentations.no_real_four_by_four_gammas
```

```
'RealCliffordRepresentations.exists_real_gammas_iff' depends on axioms: [propext, Classical.choice, Quot.sound]
'RealCliffordRepresentations.no_real_four_by_four_gammas' depends on axioms: [propext, Classical.choice, Quot.sound]
```

## Real entries, one signature, exact relations

`exists_real_gammas_iff` says that, for every natural number `n`, a family of four real `n` by `n` matrices satisfying `IsClifford` exists exactly when `8 ∣ n`. `no_real_four_by_four_gammas` says that every family of four real 4 by 4 matrices fails `IsClifford`.

The type `Fin 4` holds the spacetime indices, with `0` for time. `η` fixes the signature, and `IsClifford` states the anticommutation relations in any real algebra, so that one definition serves both matrices and linear operators. Its right-hand side is a real multiple of the identity `1`. `Module.End ℝ V` is the algebra of linear operators on the real space `V`, `Module.finrank` is the dimension, and `plusSpace (γ 0)` is $V_+$, defined as the kernel of $\gamma^0-1$.

No symmetry, orthogonality or hermiticity is assumed, so dropping such a requirement in a code does not make a $4\times4$ set possible. The theorems concern real entries and this one signature. They do not classify the sets of size eight, and they contain no Dirac equation, mass term or lattice. The relations are required to hold as equalities: no lower bound is given on the residual that a real $4\times4$ approximation must leave.

## From operator identities to matrix size

`IsClifford.relations` extracts the squares and the anticommutation rules from the definition. `IsClifford.quaternion_units` derives the five identities for $I$, $J$ and $\gamma^0$; its `calc` chains swap neighbouring gammas as above, and `noncomm_ring` takes care of brackets and signs.

`four_dvd_finrank` replaces the step-by-step construction of a basis by a dimension formula. It sends the quaternion units to `I`, `J` and `I * J`, which makes the space a vector space over the quaternions. `Module.finrank_mul_finrank` then gives the real dimension as the quaternionic dimension times the real dimension of the quaternions, which is four.

`IsClifford.two_mul_finrank_plusSpace` restricts $\gamma^1$ to each eigenspace of $\gamma^0$ and obtains the two dimension inequalities, `hA` and `hB`. For the sum of the dimensions it shows that the range of $\gamma^0+1$ is $V_+$; the kernel of the same operator is $V_-$, and rank–nullity does the rest. `IsClifford.eight_dvd_finrank` restricts $I$ and $J$ to $V_+$ and combines the factors four and two with `omega`.

For the converse, `gammaEight_witness` first establishes the multiplication rules for `X`, `Z` and `E`, then checks all sixteen index pairs by multiplying Kronecker products factor by factor.

The equivalence joins the two directions. `IsClifford.map` carries the relations from matrices to operators, where the divisibility theorem applies. In the other direction, the proof forms `k` diagonal copies of `gammaEight` and relabels their rows and columns by `Fin (8 * k)`. The 4 by 4 theorem follows because 8 does not divide 4.
